# At fixed weights, the plane-wave kinetic energy has strain derivative $-\sum_i w_i\,G_i\cdot(eG_i)$ at zero strain

When a crystal is strained, its kinetic energy has a definite derivative only after two things are settled: how the wave vectors follow the deformation, and what is held fixed meanwhile. Here positions move as $r\mapsto Fr$ with $F(s)=1+s\,e$, where $e$ is a real strain matrix and $s$ its amplitude. Wave vectors move by the inverse transpose, $G\mapsto F^{-\mathsf T}G$, and the weight of each plane wave stays constant.

The weight $w_i$ stands for the occupation-weighted sum of $|c|^2$ over the orbitals, $c$ being an orbital's coefficient on plane wave $i$, with each plane wave normalised over the cell, before and after the deformation. It stays constant, in particular, when the coefficients and occupations do not respond to the strain. The set of plane waves is also fixed: it is carried along with the cell and not reselected by an energy cutoff. Under these conditions the result, divided by the cell volume, gives the kinetic contribution to the stress in a plane-wave electronic structure calculation with a finite basis.

In Lean, the finite type `d` labels the Cartesian axes and the finite type `ι` labels the plane waves. A vector is a function `d → ℝ`, and `⬝ᵥ` is the ordinary dot product. The vectors need not lie on a reciprocal lattice, so each may equally stand for a sum $q+G$ with a Bloch vector $q$; $w_i$ then also includes the weight of that Bloch vector in the Brillouin-zone average. The weights are arbitrary real numbers, with neither sign nor normalisation imposed.

```lean
import Mathlib

open Matrix Topology Filter

namespace PlaneWaveKineticStress

noncomputable section

variable {d ι : Type*} [Fintype d] [DecidableEq d] [Fintype ι]
```

## Deforming positions and wave vectors

The deformation is linear in its amplitude:
$$F(s)=1+s\,e .$$
No symmetry of $e$ is assumed, so it may contain a rotational part.

```lean
/-- The homogeneous deformation `1 + s e` of space with strain matrix `e` and amplitude `s`. -/
def deform (e : Matrix d d ℝ) (s : ℝ) : Matrix d d ℝ := 1 + s • e
```

A wave vector $G$ becomes
$$k(s)=F(s)^{-\mathsf T}G .$$

```lean
/-- The wave vector `G` after the deformation: it is multiplied by the inverse transpose
of `1 + s e`. -/
def strainedG (e : Matrix d d ℝ) (s : ℝ) (G : d → ℝ) : d → ℝ :=
  ((deform e s)⁻¹)ᵀ *ᵥ G
```

The definition makes sense for every real $s$ because Lean assigns the zero matrix as inverse to a singular one; the derivatives below are taken only where $\det F(s)\neq0$.

In Hartree atomic units, the kinetic energy of the weighted plane waves is
$$T=\sum_i \frac{w_i\,|G_i|^2}{2}.$$

```lean
omit [DecidableEq d] in
/-- The kinetic energy `∑ w |G|² / 2` of plane waves `G` with weights `w`, in atomic units. -/
def kineticEnergy (w : ι → ℝ) (G : ι → d → ℝ) : ℝ :=
  ∑ i, w i * (G i ⬝ᵥ G i) / 2
```

The kinetic stress multiplied by the cell volume is the matrix
$$\Sigma_{ab}=-\sum_i w_i\,G_{i,a}G_{i,b}.$$
The sign convention is that stress times volume equals the derivative of the energy with respect to strain. At this point $\Sigma$ is only a definition; its link to that derivative is proved further on.

```lean
/-- The kinetic stress tensor times the cell volume, with components `-∑ w G_a G_b`. -/
def kineticStress (w : ι → ℝ) (G : ι → d → ℝ) : Matrix d d ℝ :=
  Matrix.of fun a b => -∑ i, w i * G i a * G i b
```

The inverse transpose is the rule that preserves the phase of a plane wave at a point moving with the material:
$$(Fr)\cdot(F^{-\mathsf T}G)=(F^{-1}Fr)\cdot G=r\cdot G .$$
In particular, a wave that is periodic in the original cell stays periodic in the deformed one.

```lean
/-- The phase `r · G` of a plane wave is unchanged when position and wave vector are deformed
together by an invertible `1 + s e`. -/
theorem phase_invariant (e : Matrix d d ℝ) {s : ℝ} (h : (deform e s).det ≠ 0)
    (r G : d → ℝ) : (deform e s *ᵥ r) ⬝ᵥ strainedG e s G = r ⬝ᵥ G := by
  rw [strainedG, Matrix.mulVec_transpose, dotProduct_comm, ← Matrix.dotProduct_mulVec,
    Matrix.mulVec_mulVec, Matrix.nonsing_inv_mul _ (isUnit_iff_ne_zero.mpr h),
    Matrix.one_mulVec, dotProduct_comm]
```

The proof is the same computation. `Matrix.mulVec_transpose` and `Matrix.dotProduct_mulVec` move the matrix from one side of the dot product to the other, and `Matrix.nonsing_inv_mul` cancels $F^{-1}F$, which is where the nonzero determinant is used.

## Differentiating the inverse deformation

Let $F(s)$ be invertible. The determinant is continuous in the amplitude, so $F(t)$ is invertible for $t$ near $s$. For such $t$,
$$F(t)^{-1}-F(s)^{-1}=F(t)^{-1}\bigl[F(s)-F(t)\bigr]F(s)^{-1}=-(t-s)\,F(t)^{-1}e\,F(s)^{-1}.$$
Dividing by $t-s\neq0$ and letting $t\to s$ gives
$$\frac{d}{ds}F^{-1}=-F^{-1}e\,F^{-1}.$$

```lean
/-- Each entry of the inverse deformation `F⁻¹` changes with the strain amplitude at the rate
given by `-F⁻¹ e F⁻¹`. -/
theorem hasDerivAt_inv_deform (e : Matrix d d ℝ) {s : ℝ} (h : (deform e s).det ≠ 0)
    (a b : d) :
    HasDerivAt (fun t => (deform e t)⁻¹ a b)
      (-(((deform e s)⁻¹ * e * (deform e s)⁻¹) a b)) s := by
  have hF : Continuous (fun t : ℝ => deform e t) :=
    continuous_const.add (continuous_id.smul continuous_const)
  have hdet : Continuous (fun t : ℝ => (deform e t).det) := hF.matrix_det
  -- the inverse is continuous wherever the determinant does not vanish
  have hinv : ContinuousAt (fun t : ℝ => (deform e t)⁻¹) s := by
    simp only [Matrix.inv_def, Ring.inverse_eq_inv']
    exact (hdet.continuousAt.inv₀ h).smul hF.matrix_adjugate.continuousAt
  have hne : ∀ᶠ t in 𝓝 s, (deform e t).det ≠ 0 := hdet.continuousAt.eventually_ne h
  have hc : ContinuousAt (fun t : ℝ => (deform e t)⁻¹ * e * (deform e s)⁻¹) s :=
    (hinv.mul continuousAt_const).mul continuousAt_const
  have hab : Continuous (fun M : Matrix d d ℝ => -(M a b)) :=
    (continuous_id.matrix_elem a b).neg
  have hlim : Tendsto (fun t : ℝ => -(((deform e t)⁻¹ * e * (deform e s)⁻¹) a b))
      (𝓝[≠] s) (𝓝 (-(((deform e s)⁻¹ * e * (deform e s)⁻¹) a b))) :=
    ((hab.tendsto _).comp hc.tendsto).mono_left nhdsWithin_le_nhds
  rw [hasDerivAt_iff_tendsto_slope]
  refine hlim.congr' ?_
  filter_upwards [hne.filter_mono nhdsWithin_le_nhds, self_mem_nhdsWithin] with t ht hts
  have hts' : t - s ≠ 0 := sub_ne_zero.mpr hts
  have h1 := Matrix.nonsing_inv_mul (deform e t) (isUnit_iff_ne_zero.mpr ht)
  have h2 := Matrix.mul_nonsing_inv (deform e s) (isUnit_iff_ne_zero.mpr h)
  have hd : deform e s - deform e t = (-(t - s)) • e := by
    unfold deform
    module
  -- the resolvent identity gives the difference quotient exactly
  have key : (deform e t)⁻¹ - (deform e s)⁻¹
      = (-(t - s)) • ((deform e t)⁻¹ * e * (deform e s)⁻¹) := by
    calc (deform e t)⁻¹ - (deform e s)⁻¹
        = (deform e t)⁻¹ * (deform e s - deform e t) * (deform e s)⁻¹ := by
          rw [mul_sub, sub_mul, h1, one_mul, mul_assoc, h2, mul_one]
      _ = _ := by rw [hd, mul_smul_comm, smul_mul_assoc]
  have k2 := congrFun (congrFun key a) b
  simp only [Matrix.sub_apply, Matrix.smul_apply, smul_eq_mul] at k2
  rw [slope_def_field, eq_div_iff hts']
  linear_combination -k2
```

`HasDerivAt f c s` says that `f` is differentiable at `s` with derivative `c`. The theorem is stated for one matrix entry $(a,b)$ at a time, which avoids choosing a norm on matrices. In the proof, `key` is the displayed identity, `hinv` is the continuity of the inverse, obtained from the adjugate divided by the determinant, and `hlim` is the limit $t\to s$. The identity shows that the difference quotient equals the expression whose limit is already known.

## Differentiating a wave vector

Component $a$ of the strained vector is $k_a=\sum_b (F^{-1})_{ba}G_b$. Only the inverse matrix depends on the amplitude, so
$$\frac{dk_a}{ds}=-\sum_b\bigl(F^{-1}eF^{-1}\bigr)_{ba}G_b=-\bigl(F^{-\mathsf T}e^{\mathsf T}F^{-\mathsf T}G\bigr)_a=-\bigl(F^{-\mathsf T}e^{\mathsf T}k\bigr)_a .$$

```lean
/-- The strained wave vector `k` changes with the strain amplitude at the rate `-F⁻ᵀ eᵀ k`, where `F
= 1 + s e` is invertible. -/
theorem hasDerivAt_strainedG (e : Matrix d d ℝ) {s : ℝ} (h : (deform e s).det ≠ 0)
    (G : d → ℝ) (a : d) :
    HasDerivAt (fun t => strainedG e t G a)
      (-((((deform e s)⁻¹)ᵀ *ᵥ (eᵀ *ᵥ strainedG e s G)) a)) s := by
  have hsum := HasDerivAt.fun_sum (u := Finset.univ)
    fun b _ => (hasDerivAt_inv_deform e h b a).mul_const (G b)
  have hv : ((deform e s)⁻¹)ᵀ *ᵥ (eᵀ *ᵥ strainedG e s G)
      = ((deform e s)⁻¹ * e * (deform e s)⁻¹)ᵀ *ᵥ G := by
    simp only [strainedG, Matrix.mulVec_mulVec, Matrix.transpose_mul, Matrix.mul_assoc]
  rw [hv]
  refine HasDerivAt.congr_deriv hsum ?_
  simp only [Matrix.mulVec, dotProduct, Matrix.transpose_apply, neg_mul,
    Finset.sum_neg_distrib]
```

Here `hsum` differentiates the sum over $b$ term by term, and `hv` is the regrouping of transposes in the last two equalities.

## The kinetic energy at finite strain

Write $k_i=F^{-\mathsf T}G_i$. The product rule gives $\tfrac12\,d|k_i|^2/ds=k_i\cdot dk_i/ds$, and therefore
$$\frac{dT}{ds}=-\sum_i w_i\,k_i\cdot\bigl(F^{-\mathsf T}e^{\mathsf T}k_i\bigr)=-\sum_i w_i\,k_i\cdot\bigl(eF^{-1}k_i\bigr).$$
The second equality holds because $F^{-\mathsf T}e^{\mathsf T}$ is the transpose of $eF^{-1}$, and a matrix and its transpose have the same quadratic form.

One dimension with a single plane wave is a quick check. There $k=G/(1+se)$ and $T=wG^2/[2(1+se)^2]$, whose derivative is $-w\,e\,G^2/(1+se)^3$. This agrees with $-w\,k\,e\,(1+se)^{-1}k$.

```lean
/-- At any invertible deformation `F = 1 + s e`, the kinetic energy at fixed weights has strain
derivative `-∑ w k · (e F⁻¹ k)`, where `k` are the strained wave vectors. -/
theorem kinetic_finite_strain (w : ι → ℝ) (G : ι → d → ℝ) (e : Matrix d d ℝ) {s : ℝ}
    (h : (deform e s).det ≠ 0) :
    HasDerivAt (fun t => kineticEnergy w (fun i => strainedG e t (G i)))
      (-∑ i, w i * (strainedG e s (G i) ⬝ᵥ
        ((e * (deform e s)⁻¹) *ᵥ strainedG e s (G i)))) s := by
  rw [← Finset.sum_neg_distrib]
  refine HasDerivAt.fun_sum fun i _ => ?_
  -- product rule for the squared length of one wave vector
  have hs := HasDerivAt.fun_sum (u := Finset.univ) fun a _ =>
    (hasDerivAt_strainedG e h (G i) a).fun_mul (hasDerivAt_strainedG e h (G i) a)
  refine HasDerivAt.congr_deriv ((hs.const_mul (w i)).div_const 2) ?_
  have hv : strainedG e s (G i) ⬝ᵥ ((e * (deform e s)⁻¹) *ᵥ strainedG e s (G i))
      = ∑ a, strainedG e s (G i) a *
        (((deform e s)⁻¹)ᵀ *ᵥ (eᵀ *ᵥ strainedG e s (G i))) a := by
    rw [Matrix.dotProduct_mulVec, ← Matrix.mulVec_transpose, Matrix.transpose_mul,
      ← Matrix.mulVec_mulVec, dotProduct_comm]
    rfl
  rw [hv]
  simp only [Finset.mul_sum, Finset.sum_div, ← Finset.sum_neg_distrib]
  exact Finset.sum_congr rfl fun a _ => by ring
```

In the proof, `hs` is the product rule summed over components, and `hv` is the transposition step.

A different path, with the same strain to first order in $s$, would be $F(s)=\exp(s\,e)$. Then $k'=-e^{\mathsf T}k$, and the derivative becomes $-\sum_i w_i\,k_i\cdot(e\,k_i)$ at every amplitude, with no condition on the determinant. The first derivative at $s=0$ would be the same, while the second derivative of the kinetic energy would in general differ. For the total energy, the two second derivatives at $s=0$ differ by the first derivative in the direction $e^2$, which vanishes when the crystal is free of stress.

## The stress at zero strain

At $s=0$ the deformation is the identity, so $k_i=G_i$ and
$$\left.\frac{dT}{ds}\right|_{s=0}=-\sum_i w_i\,G_i\cdot(eG_i).$$

```lean
/-- At zero strain the derivative of the kinetic energy at fixed weights is
`-∑ w G · (e G)`, for any strain matrix `e`. -/
theorem kinetic_stress (w : ι → ℝ) (G : ι → d → ℝ) (e : Matrix d d ℝ) :
    HasDerivAt (fun s => kineticEnergy w (fun i => strainedG e s (G i)))
      (-∑ i, w i * (G i ⬝ᵥ (e *ᵥ G i))) 0 := by
  refine (kinetic_finite_strain w G e (s := 0) (by simp [deform])).congr_deriv ?_
  simp [strainedG, deform]
```

The condition on the determinant has disappeared, since $\det F(0)=1$ whatever $e$ is.

This is the derivative of the kinetic energy alone. The Hartree, exchange-correlation and ionic terms have stresses of their own. When the cell is strained, the co-moving plane waves no longer fill the original cutoff sphere, so in an incomplete basis the total stress obtained with them carries an error, known as Pulay stress. For a variational ground state in the co-moving basis, with fixed occupations and an orthonormality condition on the coefficients that does not depend on the strain, the first-order response of the coefficients cancels in the total energy; that argument is assumed when the formula is used as a stress contribution, and the theorems here do not derive it.

For a symmetric strain, $F^{\mathsf T}=F$, and hence $F^{-\mathsf T}=F^{-1}$. The wave vectors may then be written with the plain inverse:
$$\left.\frac{d}{ds}\sum_i\frac{w_i\,\bigl|(1+s\,e)^{-1}G_i\bigr|^2}{2}\right|_{s=0}=-\sum_i w_i\,G_i\cdot(eG_i).$$

```lean
/-- For a symmetric strain `e` the wave vectors may be strained by `(1 + s e)⁻¹` itself, and
the derivative at zero strain is again `-∑ w G · (e G)`. -/
theorem kinetic_stress_symmetric (w : ι → ℝ) (G : ι → d → ℝ) (e : Matrix d d ℝ)
    (he : e.IsSymm) :
    HasDerivAt (fun s : ℝ => ∑ i, w i *
        (((1 + s • e)⁻¹ *ᵥ G i) ⬝ᵥ ((1 + s • e)⁻¹ *ᵥ G i)) / 2)
      (-∑ i, w i * (G i ⬝ᵥ (e *ᵥ G i))) 0 := by
  have ht : ∀ t : ℝ, ((deform e t)⁻¹)ᵀ = (1 + t • e)⁻¹ := by
    intro t
    rw [Matrix.transpose_nonsing_inv]
    simp [deform, he.eq]
  have h := kinetic_stress w G e
  simp only [kineticEnergy, strainedG, ht] at h
  exact h
```

The hypothesis `e.IsSymm` means $e^{\mathsf T}=e$. The local fact `ht` replaces the inverse transpose by the inverse at every amplitude, and the previous theorem then applies directly.

Written in components, $G_i\cdot(eG_i)=\sum_{a,b}G_{i,a}\,e_{ab}\,G_{i,b}$. Exchanging the order of the finite sums gives
$$\left.\frac{dT}{ds}\right|_{s=0}=\sum_{a,b}\Sigma_{ab}\,e_{ab},$$
so the matrix defined earlier does give the linear response of the kinetic energy to any strain.

```lean
/-- The strain derivative of the kinetic energy at zero strain is the full contraction of the
kinetic stress tensor, times the cell volume, with the strain. -/
theorem kinetic_stress_contraction (w : ι → ℝ) (G : ι → d → ℝ) (e : Matrix d d ℝ) :
    HasDerivAt (fun s => kineticEnergy w (fun i => strainedG e s (G i)))
      (∑ a, ∑ b, kineticStress w G a b * e a b) 0 := by
  refine (kinetic_stress w G e).congr_deriv ?_
  simp only [kineticStress, Matrix.of_apply, dotProduct, Matrix.mulVec, Finset.mul_sum,
    neg_mul, Finset.sum_mul, Finset.sum_neg_distrib]
  rw [neg_inj, Finset.sum_comm]
  refine Finset.sum_congr rfl fun a _ => ?_
  rw [Finset.sum_comm]
  exact Finset.sum_congr rfl fun b _ => Finset.sum_congr rfl fun i _ => by ring
```

The proof expands both sides into triple sums over $a$, $b$ and $i$, and `Finset.sum_comm` reorders them.

## Expansion and rotation

For isotropic expansion, $e=1$ and $G_i\cdot(eG_i)=|G_i|^2$, so
$$\left.\frac{dT}{ds}\right|_{s=0}=-\sum_i w_i|G_i|^2=-2T(0).$$
The same value follows from scaling: every length grows by $1+s$, every wave vector shrinks by that factor, and $T(s)=T(0)/(1+s)^2$.

```lean
/-- Under isotropic expansion, `e = 1`, the derivative at zero strain is minus twice the
kinetic energy. -/
theorem kinetic_stress_isotropic (w : ι → ℝ) (G : ι → d → ℝ) :
    HasDerivAt (fun s => kineticEnergy w (fun i => strainedG 1 s (G i)))
      (-2 * kineticEnergy w G) 0 := by
  refine (kinetic_stress w G 1).congr_deriv ?_
  simp only [kineticEnergy, Matrix.one_mulVec, Finset.mul_sum, ← Finset.sum_neg_distrib]
  exact Finset.sum_congr rfl fun i _ => by ring
```

An infinitesimal rotation has $e^{\mathsf T}=-e$. For any vector $x$,
$$x\cdot(ex)=x\cdot(e^{\mathsf T}x)=-x\cdot(ex),$$
so $x\cdot(ex)=0$, and each plane wave contributes nothing to the derivative. The kinetic energy is therefore stationary at zero strain. It need not be constant along the path, because $1+s\,e$ is a rotation only to first order in $s$. In the proof, `hq` is this vanishing of the quadratic form.

```lean
/-- Under an infinitesimal rotation, `eᵀ = -e`, the kinetic energy is stationary at
zero strain. -/
theorem kinetic_stress_rotation (w : ι → ℝ) (G : ι → d → ℝ) (e : Matrix d d ℝ)
    (he : eᵀ = -e) :
    HasDerivAt (fun s => kineticEnergy w (fun i => strainedG e s (G i))) 0 0 := by
  -- an antisymmetric matrix has vanishing quadratic form
  have hq : ∀ x : d → ℝ, x ⬝ᵥ (e *ᵥ x) = 0 := by
    intro x
    have h1 : x ⬝ᵥ (e *ᵥ x) = x ⬝ᵥ (eᵀ *ᵥ x) := by
      rw [Matrix.mulVec_transpose, Matrix.dotProduct_mulVec, dotProduct_comm]
    rw [he, Matrix.neg_mulVec, dotProduct_neg] at h1
    linarith
  refine (kinetic_stress w G e).congr_deriv ?_
  simp [hq]

end

end PlaneWaveKineticStress
```

```lean
#print axioms PlaneWaveKineticStress.kinetic_finite_strain
#print axioms PlaneWaveKineticStress.kinetic_stress_symmetric
#print axioms PlaneWaveKineticStress.kinetic_stress_isotropic
#print axioms PlaneWaveKineticStress.kinetic_stress_rotation
```

```
'PlaneWaveKineticStress.kinetic_finite_strain' depends on axioms: [propext, Classical.choice, Quot.sound]
'PlaneWaveKineticStress.kinetic_stress_symmetric' depends on axioms: [propext, Classical.choice, Quot.sound]
'PlaneWaveKineticStress.kinetic_stress_isotropic' depends on axioms: [propext, Classical.choice, Quot.sound]
'PlaneWaveKineticStress.kinetic_stress_rotation' depends on axioms: [propext, Classical.choice, Quot.sound]
```
